# A contractive annihilator in the one-mode fermionic algebra need not have the creator as its adjoint

For a single fermionic mode, the algebra asks that the annihilator `a` and creator `c` each square to zero and that `ac + ca` be the identity; it does not ask that `c` be the adjoint of `a`. The declaration `annihilator_bound_not_sufficient` gives an example on ℂ², with `a` sending (x, y) to (y/2, 0) and `c` sending (x, y) to (0, 2x). It states that this pair satisfies the algebra and that `a` does not lengthen any vector, normalised or not, yet `c` is not the adjoint of `a`. The attempt takes the algebra and the norm bound from earlier lemmas. For the last part it supposes the adjoint relation holds and seeks a contradiction by applying it to the two basis vectors.

In Lean, a first try:

```lean
import Mathlib

open ComplexConjugate

namespace FermionContractiveAdjoint

noncomputable section

variable {V : Type*} [NormedAddCommGroup V] [InnerProductSpace ℂ V]

/-- The algebra of one fermionic mode: `a² = 0`, `c² = 0` and `ac + ca = id`,
with no adjoint relation between `a` and `c`. -/
structure IsFermionPair (a c : V →ₗ[ℂ] V) : Prop where
  a_sq : ∀ v, a (a v) = 0
  c_sq : ∀ v, c (c v) = 0
  anticomm : ∀ v, a (c v) + c (a v) = v

/-- The map on `ℂ²` that sends `(x, y)` to `(s y, 0)`. -/
def lowering (s : ℂ) : EuclideanSpace ℂ (Fin 2) →ₗ[ℂ] EuclideanSpace ℂ (Fin 2) where
  toFun v := !₂[s * v 1, 0]
  map_add' u v := by ext i; fin_cases i <;> simp [mul_add]
  map_smul' r v := by
    ext i
    fin_cases i <;> simp
    ring

/-- The map on `ℂ²` that sends `(x, y)` to `(0, t x)`. -/
def raising (t : ℂ) : EuclideanSpace ℂ (Fin 2) →ₗ[ℂ] EuclideanSpace ℂ (Fin 2) where
  toFun v := !₂[0, t * v 0]
  map_add' u v := by ext i; fin_cases i <;> simp [mul_add]
  map_smul' r v := by
    ext i
    fin_cases i <;> simp
    ring

/-- Lowering and raising maps on `ℂ²` whose amplitudes multiply to one satisfy the
algebra of a fermionic mode. -/
theorem isFermionPair_witness {s t : ℂ} (hst : s * t = 1) :
    IsFermionPair (lowering s) (raising t) := by
  have hts : t * s = 1 := by rw [mul_comm, hst]
  refine ⟨fun v => ?_, fun v => ?_, fun v => ?_⟩
  · ext i; fin_cases i <;> simp [lowering]
  · ext i; fin_cases i <;> simp [raising]
  · ext i; fin_cases i <;> simp [lowering, raising, ← mul_assoc, hst, hts]

/-- The lowering map with amplitude `s` stretches vectors by at most `|s|`. -/
theorem norm_lowering_le (s : ℂ) (v : EuclideanSpace ℂ (Fin 2)) :
    ‖lowering s v‖ ≤ ‖s‖ * ‖v‖ := by
  have h0 : (lowering s v) 0 = s * v 1 := by simp [lowering]
  have h1 : (lowering s v) 1 = 0 := by simp [lowering]
  refine (sq_le_sq₀ (norm_nonneg _) (by positivity)).1 ?_
  simp only [mul_pow, EuclideanSpace.norm_sq_eq, Fin.sum_univ_two, h0, h1, norm_mul, norm_zero]
  nlinarith [mul_nonneg (sq_nonneg ‖s‖) (sq_nonneg ‖v 0‖)]

/-- With amplitudes `1/2` and `2` the fermionic algebra holds and the annihilator is
contractive, yet the creator is not its adjoint. -/
theorem annihilator_bound_not_sufficient :
    IsFermionPair (lowering (1 / 2)) (raising 2) ∧
      (∀ v, ‖lowering (1 / 2) v‖ ≤ ‖v‖) ∧
      ¬ ∀ v w, inner ℂ (raising 2 v) w = inner ℂ v (lowering (1 / 2) w) := by
  refine ⟨isFermionPair_witness (by norm_num), fun v => ?_, fun h => ?_⟩
  · have h1 := norm_lowering_le (1 / 2) v
    have h2 : ‖(1 / 2 : ℂ)‖ = 1 / 2 := by norm_num
    rw [h2] at h1
    linarith [norm_nonneg v]
  · -- compare the two matrix elements between the basis vectors
    have h1 := h !₂[1, 0] !₂[0, 1]
    norm_num [lowering, raising, PiLp.inner_apply, Fin.sum_univ_two] at h1

end

end FermionContractiveAdjoint
```

The compiler's answer:

```
Main.lean:66:2: error: unsolved goals
case refine_2
h : ∀ (v w : EuclideanSpace ℂ (Fin 2)), inner ℂ ((raising 2) v) w = inner ℂ v ((lowering (1 / 2)) w)
h1 : (starRingEnd ℂ) 2 = 1 / 2
⊢ False
```

The message says that the last part of the proof ends with `False` still to be proved. The `norm_num` call did reduce the supposed adjoint relation to one equation between numbers, `h1 : (starRingEnd ℂ) 2 = 1 / 2`, where `starRingEnd ℂ` is complex conjugation. This equation is false, since 2 is real and so is its own conjugate. But `norm_num` left the conjugate of 2 unevaluated, so it did not see a plain false equation between numerals and could not close the goal.

The repair keeps that call and adds three lines. The first, `h2`, proves that the conjugate of 2 is 2, using `Complex.conj_eq_iff_im`, which reduces the claim to the imaginary part being zero; `simp` proves that. The second, `h3`, joins `h2` reversed to `h1` and gives `2 = 1 / 2` with no conjugation left. The final `norm_num at h3` finds this false and closes the goal.

As a diff, the version that Lean accepts:

```diff
@@ -67,4 +67,7 @@
     have h1 := h !₂[1, 0] !₂[0, 1]
     norm_num [lowering, raising, PiLp.inner_apply, Fin.sum_univ_two] at h1
+    have h2 : (starRingEnd ℂ) (2 : ℂ) = 2 := Complex.conj_eq_iff_im.mpr (by simp)
+    have h3 : (2 : ℂ) = 1 / 2 := h2.symm.trans h1
+    norm_num at h3
 
 end
```
